# A local operator formed as a finite weighted sum over band-space operators depends continuously on them

Given a family of band-space operators $X_k$, one forms the local operator $\sum_k w_k\, B P_k X_k P_k^\dagger B^\dagger$, and `continuous_toLocal` states that this local operator depends continuously on the whole family. The index $k$ runs over a finite set and all operators are finite complex matrices. The weights $w_k$ are any real numbers, not necessarily positive or summing to one, and $B$ and the $P_k$ are any fixed matrices of the right shape, so no $P_k$ need be an isometry or a projector. The attempt reduces the claim to a single term of the sum, notes that $X \mapsto X_k$ is continuous, and then multiplies by the constant matrices and the weight in one chained expression.

As first written in Lean, the proof fails:

```lean
import Mathlib

open Matrix Filter Topology Bornology

namespace ProjectedLocalGreen

noncomputable section

variable {κ μ ν : Type*} [Fintype κ] [Fintype μ] [Fintype ν]

/-- The linear map taking band-space operators `X_k` to the local operator
`∑ w_k B P_k X_k P_k† B†`. -/
def toLocal (w : κ → ℝ) (P : κ → Matrix μ ν ℂ) (B : Matrix μ μ ℂ) :
    (κ → Matrix ν ν ℂ) →ₗ[ℂ] Matrix μ μ ℂ where
  toFun X := ∑ k, (w k : ℂ) • (B * P k * X k * (P k)ᴴ * Bᴴ)
  map_add' X Y := by
    simp only [Pi.add_apply, Matrix.mul_add, Matrix.add_mul, smul_add,
      Finset.sum_add_distrib]
  map_smul' c X := by
    simp only [Pi.smul_apply, Matrix.mul_smul, Matrix.smul_mul, RingHom.id_apply,
      Finset.smul_sum]
    exact Finset.sum_congr rfl fun k _ => smul_comm _ _ _

/-- The map from band operators to local operators is continuous. -/
theorem continuous_toLocal (w : κ → ℝ) (P : κ → Matrix μ ν ℂ) (B : Matrix μ μ ℂ) :
    Continuous (toLocal w P B) := by
  change Continuous fun X : κ → Matrix ν ν ℂ =>
    ∑ k, (w k : ℂ) • (B * P k * X k * (P k)ᴴ * Bᴴ)
  refine continuous_finsetSum _ fun k _ => ?_
  have hk : Continuous fun X : κ → Matrix ν ν ℂ => X k := continuous_apply k
  exact (((continuous_const.matrix_mul hk).matrix_mul
    continuous_const).matrix_mul continuous_const).const_smul _

end

end ProjectedLocalGreen
```

The error:

```
Main.lean:31:9: error: typeclass instance problem is stuck
  Fintype ?m.97

Note: Lean will not try to resolve this typeclass instance problem because the type argument to `Fintype` is a metavariable. This argument must be fully determined before Lean will try to resolve the typeclass.

Hint: Adding type annotations and supplying implicit arguments to functions can give Lean more information for typeclass resolution. For example, if you have a variable `x` that you intend to be a `Nat`, but Lean reports it as having an unresolved type like `?m`, replacing `x` with `(x : Nat)` can get typeclass resolution un-stuck.
```

What went wrong. `Continuous.matrix_mul` needs a `Fintype` instance for the index summed over in the product. In the first two products that index is `ν`, known from `hk`. In the third it is the column index of the second product, which comes from a bare `continuous_const` meant to stand for `(P k)ᴴ`. Nothing in the chain says which matrix that constant is, and since the product is elaborated as the head of `.const_smul`, the goal's type is not there to tell. The index stays a metavariable, and Lean reports that `Fintype ?m.97` is stuck.

The repair splits the chain into steps with stated types. The type of `h2` names `(P k)ᴴ`, which fixes the missing index as `μ`, so the product in `h3` finds its instance. `h1` states the first product, whose summed index was already known, and `h3` states the full product before the weight is applied. Writing `(w k : ℂ)` for `_` only spells out the scalar; the message does not concern it.

After these edits no error is left:

```diff
@@ -29,6 +29,11 @@
   refine continuous_finsetSum _ fun k _ => ?_
   have hk : Continuous fun X : κ → Matrix ν ν ℂ => X k := continuous_apply k
-  exact (((continuous_const.matrix_mul hk).matrix_mul
-    continuous_const).matrix_mul continuous_const).const_smul _
+  have h1 : Continuous fun X : κ → Matrix ν ν ℂ => B * P k * X k :=
+    continuous_const.matrix_mul hk
+  have h2 : Continuous fun X : κ → Matrix ν ν ℂ => B * P k * X k * (P k)ᴴ :=
+    h1.matrix_mul continuous_const
+  have h3 : Continuous fun X : κ → Matrix ν ν ℂ => B * P k * X k * (P k)ᴴ * Bᴴ :=
+    h2.matrix_mul continuous_const
+  exact h3.const_smul (w k : ℂ)
 
 end
```
